# The 2ⁿ-point grid average of an absolutely summable cosine series with frequencies 2ᵏ is the sum of its aliased amplitudes

The failing theorem, `hasSum_gridAverage`, concerns a real function on the unit cell built from cosines with 2ᵏ periods, k = 0, 1, 2, …, whose amplitudes `a k` are absolutely summable. It states that the equal-weight average of this function over the 2ⁿ points r/2ⁿ is the sum of the amplitudes `a k` with k ≥ n. These are the harmonics that the grid cannot tell from a constant, since each equals 1 at every grid point. The attempt first exchanges the finite grid average with the infinite series, then removes the first n harmonics, which average to zero, and replaces the average of each remaining one by 1.

Lean 4 with Mathlib refuses this proof:

```lean
import Mathlib

open Filter Topology Real

namespace HasSumGridAverage

noncomputable section

/-- The equal-weight average of `g` over the `2 ^ n` grid points `r / 2 ^ n` of the unit cell. -/
def gridAverage (g : ℝ → ℝ) (n : ℕ) : ℝ :=
  (∑ r ∈ Finset.range (2 ^ n), g ((r : ℝ) / 2 ^ n)) / 2 ^ n

/-- The cosine with `2 ^ k` periods in the unit cell. -/
def harmonic (k : ℕ) (x : ℝ) : ℝ := cos (2 * π * 2 ^ k * x)

/-- The cosine series with amplitude `a k` on the harmonic `2 ^ k`, for absolutely summable
amplitudes. -/
def lacunary (a : ℕ → ℝ) (x : ℝ) : ℝ := ∑' k, a k * harmonic k x

/-- The sum of equally spaced cosines, multiplied by twice the sine of half the spacing,
telescopes to two sines. -/
theorem two_sin_mul_sum_cos (φ : ℝ) (N : ℕ) :
    2 * sin φ * ∑ r ∈ Finset.range N, cos ((r : ℝ) * (2 * φ)) =
      sin ((N : ℝ) * (2 * φ) - φ) + sin φ := by
  induction N with
  | zero => simp
  | succ N ih =>
    have e : ((N + 1 : ℕ) : ℝ) * (2 * φ) - φ = (N : ℝ) * (2 * φ) + φ := by
      push_cast
      ring
    rw [Finset.sum_range_succ, mul_add, ih, e, sin_add, sin_sub]
    ring

/-- Aliasing: a grid of `2 ^ n` points averages the harmonic `2 ^ k` with `n ≤ k` exactly to 1. -/
theorem gridAverage_harmonic_of_le {n k : ℕ} (h : n ≤ k) :
    gridAverage (harmonic k) n = 1 := by
  obtain ⟨m, rfl⟩ := Nat.exists_eq_add_of_le h
  have h1 : ∀ r ∈ Finset.range (2 ^ n), harmonic (n + m) ((r : ℝ) / 2 ^ n) = 1 := by
    intro r _
    have e : 2 * π * 2 ^ (n + m) * ((r : ℝ) / 2 ^ n) = ((2 ^ m * r : ℕ) : ℝ) * (2 * π) := by
      push_cast
      rw [pow_add]
      field_simp
    rw [harmonic, e, cos_nat_mul_two_pi]
  rw [gridAverage, Finset.sum_congr rfl h1]
  simp

/-- A grid of `2 ^ n` points averages the harmonic `2 ^ k` with `k < n` exactly to zero. -/
theorem gridAverage_harmonic_of_lt {n k : ℕ} (h : k < n) :
    gridAverage (harmonic k) n = 0 := by
  obtain ⟨j, rfl⟩ := Nat.exists_eq_add_of_lt h
  have hp : (2 : ℝ) ^ (k + j + 1) = 2 ^ k * 2 ^ (j + 1) := by ring
  have hs : 0 < sin (π / 2 ^ (j + 1)) :=
    sin_pos_of_pos_of_lt_pi (by positivity)
      (div_lt_self pi_pos (one_lt_pow₀ (by norm_num) (by omega)))
  have h1 : ∀ r ∈ Finset.range (2 ^ (k + j + 1)),
      harmonic k ((r : ℝ) / 2 ^ (k + j + 1)) = cos ((r : ℝ) * (2 * (π / 2 ^ (j + 1)))) := by
    intro r _
    have e : 2 * π * 2 ^ k * ((r : ℝ) / 2 ^ (k + j + 1)) =
        (r : ℝ) * (2 * (π / 2 ^ (j + 1))) := by
      rw [hp]
      field_simp
    rw [harmonic, e]
  -- the grid covers a whole number of periods, so the two sines cancel
  have h2 := two_sin_mul_sum_cos (π / 2 ^ (j + 1)) (2 ^ (k + j + 1))
  have e2 : ((2 ^ (k + j + 1) : ℕ) : ℝ) * (2 * (π / 2 ^ (j + 1))) =
      ((2 ^ k : ℕ) : ℝ) * (2 * π) := by
    push_cast
    rw [hp]
    field_simp
  rw [e2, sin_nat_mul_two_pi_sub, neg_add_cancel] at h2
  have h3 := (mul_eq_zero.mp h2).resolve_left (by positivity)
  rw [gridAverage, Finset.sum_congr rfl h1, h3, zero_div]

/-- Each term of the cosine series is bounded by the modulus of its amplitude. -/
theorem norm_term_le (a : ℕ → ℝ) (k : ℕ) (x : ℝ) : ‖a k * harmonic k x‖ ≤ |a k| := by
  rw [norm_mul, Real.norm_eq_abs, Real.norm_eq_abs]
  exact mul_le_of_le_one_right (abs_nonneg _) (abs_cos_le_one _)

/-- For absolutely summable amplitudes, the average over `2 ^ n` grid points is the sum of the
amplitudes of all aliased harmonics. -/
theorem hasSum_gridAverage {a : ℕ → ℝ} (ha : Summable fun k => |a k|) (n : ℕ) :
    HasSum (fun k => a (k + n)) (gridAverage (lacunary a) n) := by
  have h : HasSum (fun k => a k * gridAverage (harmonic k) n)
      (gridAverage (lacunary a) n) := by
    have h1 := (hasSum_sum (s := Finset.range (2 ^ n)) fun r _ =>
      (Summable.of_norm_bounded ha
        (fun k => norm_term_le a k ((r : ℝ) / 2 ^ n))).hasSum).div_const ((2 : ℝ) ^ n)
    convert h1 using 1
    funext k
    rw [gridAverage, ← Finset.mul_sum, mul_div_assoc]
  -- the first `n` harmonics are resolved and drop out
  have h2 := (hasSum_nat_add_iff' n).mpr h
  have hz : ∑ k ∈ Finset.range n, a k * gridAverage (harmonic k) n = 0 :=
    Finset.sum_eq_zero fun k hk => by
      rw [gridAverage_harmonic_of_lt (Finset.mem_range.mp hk), mul_zero]
  rw [hz, sub_zero] at h2
  convert h2 using 1
  funext k
  rw [gridAverage_harmonic_of_le (Nat.le_add_left n k), mul_one]

end

end HasSumGridAverage
```

Compiling this gives:

```
Main.lean:90:4: error: Tactic `apply` failed: could not unify the conclusion of `@funext`
  ?f = ?g
with the goal
  instAddCommMonoid = Field.toSemifield.toDivisionSemiring.toAddCommMonoid

Note: The full type of `@funext` is
  ∀ {α : Sort ?u.59} {β : α → Sort ?u.58} {f g : (x : α) → β x}, (∀ (x : α), f x = g x) → f = g

case e'_3
a : ℕ → ℝ
ha : Summable fun k => |a k|
n : ℕ
h1 :
  HasSum (fun i => (∑ i_1 ∈ Finset.range (2 ^ n), a i * harmonic i (↑i_1 / 2 ^ n)) / 2 ^ n)
    ((∑ i ∈ Finset.range (2 ^ n), ∑' (b : ℕ), a b * harmonic b (↑i / 2 ^ n)) / 2 ^ n)
⊢ instAddCommMonoid = Field.toSemifield.toDivisionSemiring.toAddCommMonoid
Main.lean:99:2: error: Tactic `apply` failed: could not unify the conclusion of `@funext`
  ?f = ?g
with the goal
  instAddCommMonoid = instAddCommGroup.toAddCommMonoid

Note: The full type of `@funext` is
  ∀ {α : Sort ?u.82} {β : α → Sort ?u.81} {f g : (x : α) → β x}, (∀ (x : α), f x = g x) → f = g

case e'_3
a : ℕ → ℝ
ha : Summable fun k => |a k|
n : ℕ
h : HasSum (fun k => a k * gridAverage (harmonic k) n) (gridAverage (lacunary a) n)
h2 : HasSum (fun n_1 => a (n_1 + n) * gridAverage (harmonic (n_1 + n)) n) (gridAverage (lacunary a) n)
hz : ∑ k ∈ Finset.range n, a k * gridAverage (harmonic k) n = 0
⊢ instAddCommMonoid = instAddCommGroup.toAddCommMonoid
```

Diagnosis. Both errors have the same cause. `convert … using 1` matches the goal with the given `HasSum` statement argument by argument, and those arguments include the additive commutative monoid structure on ℝ. The goal has `instAddCommMonoid`, while `h1` and `h2` reach that structure by other paths, through the field and the additive group structure respectively. `convert` leaves the equality of the two instances as the first goal. `funext k` then acts on that goal and fails, because it is not an equation between functions.

The repair states the intended equation between the summands as `e` and proves it with the same `funext` and `rw` steps as before. After `rw [e]` the summands agree, and `exact h1` or `exact h2` closes the goal. `exact` needs the two statements to agree only up to unfolding of definitions, and the different paths to the monoid structure do agree in that sense. In the first case this also covers the sum, where `gridAverage` and `lacunary` are written out in `h1`.

This version goes through:

```diff
@@ -87,7 +87,10 @@
       (Summable.of_norm_bounded ha
         (fun k => norm_term_le a k ((r : ℝ) / 2 ^ n))).hasSum).div_const ((2 : ℝ) ^ n)
-    convert h1 using 1
-    funext k
-    rw [gridAverage, ← Finset.mul_sum, mul_div_assoc]
+    have e : (fun k => a k * gridAverage (harmonic k) n) = fun k =>
+        (∑ r ∈ Finset.range (2 ^ n), a k * harmonic k ((r : ℝ) / 2 ^ n)) / 2 ^ n := by
+      funext k
+      rw [gridAverage, ← Finset.mul_sum, mul_div_assoc]
+    rw [e]
+    exact h1
   -- the first `n` harmonics are resolved and drop out
   have h2 := (hasSum_nat_add_iff' n).mpr h
@@ -96,7 +99,10 @@
       rw [gridAverage_harmonic_of_lt (Finset.mem_range.mp hk), mul_zero]
   rw [hz, sub_zero] at h2
-  convert h2 using 1
-  funext k
-  rw [gridAverage_harmonic_of_le (Nat.le_add_left n k), mul_one]
+  have e : (fun k => a (k + n)) =
+      fun k => a (k + n) * gridAverage (harmonic (k + n)) n := by
+    funext k
+    rw [gridAverage_harmonic_of_le (Nat.le_add_left n k), mul_one]
+  rw [e]
+  exact h2
 
 end
```
